# First-order exchange on the lowest triplet exciton never underestimates the splitting between the ground states of $T$ and $T+2K$

Suppose the triplet Bethe–Salpeter problem has been solved and an estimate of the singlet–triplet splitting is wanted before the singlet problem is diagonalised. A cheap way to get one is to keep the triplet envelope fixed, evaluate the electron–hole exchange in it and double the result. For the lowest singlet and triplet of one Hermitian model, in which the singlet Hamiltonian is the triplet Hamiltonian plus twice the exchange, this number is an upper bound on the splitting. Once the singlet envelope is known, twice its own exchange energy is a lower bound.

## Two trial vectors, two bounds

Let $T$ be the triplet Hamiltonian, containing the transition energies and the screened direct attraction, and let $K$ be the exchange operator. For a closed-shell ground state, with spin–orbit coupling neglected and in the Tamm–Dancoff approximation, the singlet Hamiltonian is $T+2K$. For an operator $H$ write $e_H(x)=\mathrm{Re}\langle x,Hx\rangle$. Let the unit vectors $A_T$ and $A_S$ minimise $e_T$ and $e_{T+2K}$ over all unit vectors, with minima $E_T$ and $E_S$. If $e_K(x)\ge 0$ for all $x$, then

$$0\le 2e_K(A_S)\le E_S-E_T\le 2e_K(A_T).$$

The positivity of $K$ stands for a property of the Coulomb interaction: $e_K(x)$ is the electrostatic self-interaction of the transition density belonging to $x$.

By linearity, $e_{T+2K}(x)=e_T(x)+2e_K(x)$. Using $A_T$ as a trial vector for the singlet gives

$$E_S\le e_{T+2K}(A_T)=E_T+2e_K(A_T),$$

and using $A_S$ as a trial vector for the triplet gives

$$E_T\le e_T(A_S)=E_S-2e_K(A_S).$$

These are the two bounds on $E_S-E_T$. Positivity enters only in the first inequality of the chain, and there it can fail without it: on the one-dimensional space $\mathbb C$ with $T=0$ and $K=-1$, the splitting is $-2$.

The same exchange of trial vectors works for any two coupling strengths $\lambda<\mu$. If $A_\lambda$ and $A_\mu$ are ground vectors of $T+\lambda K$ and $T+\mu K$, with energies $E_\lambda$ and $E_\mu$, then

$$(\mu-\lambda)\,e_K(A_\mu)\le E_\mu-E_\lambda\le(\mu-\lambda)\,e_K(A_\lambda),$$

so the exchange energy of the ground vector does not increase with the coupling.

## When the frozen envelope is exact

For Hermitian $T$ and $K$, the upper bound is attained exactly when $2KA_T=(E_S-E_T)A_T$. To see this, one first needs that a ground vector of a Hermitian operator is an eigenvector.

Let $P$ be Hermitian with $e_P\ge 0$, and let $e_P(\psi)=0$. Put $n=\|P\psi\|^2$ and $q=e_P(P\psi)\ge 0$. For real $r,s$, Hermiticity makes both cross terms equal to $rsn$, so

$$0\le e_P(r\psi+sP\psi)=2rsn+s^2q.$$

The choice $r=q+1$, $s=-n$ turns the right side into $-(q+2)n^2$. Hence $n=0$ and $P\psi=0$.

Now let $\psi$ be a ground vector of a Hermitian $H$, with energy $E$. Normalising an arbitrary nonzero $x$ gives $e_H(x)\ge E\|x\|^2$, which also holds for $x=0$. Thus $P=H-E$ is positive semidefinite with $e_P(\psi)=0$, and $H\psi=E\psi$.

If $E_S-E_T=2e_K(A_T)$, then $e_{T+2K}(A_T)=E_S$, so $A_T$ is also a ground vector of $T+2K$. Subtracting $TA_T=E_TA_T$ from $(T+2K)A_T=E_SA_T$ leaves $2KA_T=(E_S-E_T)A_T$. Conversely, the inner product of this equation with $A_T$ returns $2e_K(A_T)=E_S-E_T$.

Finally, let $K$ be Hermitian and positive semidefinite with $KA_S\ne 0$. Then $e_K(A_S)$ cannot vanish, so it is positive, and the lower bound gives $E_S>E_T$.

## Energies and ground vectors in Lean

```lean
import Mathlib

noncomputable section

namespace ExcitonExchangeSplitting

variable {V : Type*} [NormedAddCommGroup V] [InnerProductSpace ℂ V]
```

The space `V` is a complex inner product space of any dimension. For a Bethe–Salpeter matrix in the Tamm–Dancoff approximation, it is the space of amplitudes on a finite set of transitions.

```lean
/-- The energy of the vector `x` under `H`: the real part of `⟨x, H x⟩`. -/
def energy (H : V →ₗ[ℂ] V) (x : V) : ℝ := (inner ℂ x (H x)).re
```

This is $e_H(x)$. For a Hermitian operator the expectation value is already real, so taking the real part changes nothing.

```lean
/-- A ground vector of `H` is a unit vector whose energy is least among all unit vectors. -/
def IsGround (H : V →ₗ[ℂ] V) (ψ : V) : Prop :=
  ‖ψ‖ = 1 ∧ ∀ φ : V, ‖φ‖ = 1 → energy H ψ ≤ energy H φ
```

`IsGround` includes normalisation and permits degeneracy: the theorems hold for any choice of ground vector. The existence of such a vector is a hypothesis. It is automatic for Hermitian operators on a nonzero finite-dimensional space, but can fail in infinite dimension.

```lean
/-- The singlet exciton Hamiltonian `T + 2K`, with triplet Hamiltonian `T` and exchange `K`. -/
def singlet (T K : V →ₗ[ℂ] V) : V →ₗ[ℂ] V := T + (2 : ℂ) • K
```

The factor 2 is the spin factor of the singlet channel, so `K` is the exchange operator before spin doubling.

```lean
/-- The energy of `AS` under the singlet Hamiltonian minus the energy of `AT` under the
triplet Hamiltonian. -/
def splitting (T K : V →ₗ[ℂ] V) (AT AS : V) : ℝ := energy (singlet T K) AS - energy T AT
```

`splitting` is defined for any two vectors. It equals $E_S-E_T$ when `AT` and `AS` are ground vectors of their respective Hamiltonians.

## The bounds on the splitting

```lean
/-- The singlet energy of any vector is its triplet energy plus twice its exchange energy. -/
theorem energy_singlet (T K : V →ₗ[ℂ] V) (x : V) :
    energy (singlet T K) x = energy T x + 2 * energy K x := by
  simp [energy, singlet]
```

This is the linearity identity, obtained by unfolding the definitions.

```lean
/-- For a positive semidefinite `K`, the singlet-triplet splitting is at least twice the exchange
energy of the singlet ground vector, which is nonnegative, and at most twice the exchange energy
of the triplet ground vector. -/
theorem splitting_bounds {T K : V →ₗ[ℂ] V} {AT AS : V} (hK : ∀ x, 0 ≤ energy K x)
    (hT : IsGround T AT) (hS : IsGround (singlet T K) AS) :
    0 ≤ 2 * energy K AS ∧ 2 * energy K AS ≤ splitting T K AT AS ∧
      splitting T K AT AS ≤ 2 * energy K AT := by
  -- each ground vector serves as trial vector for the other Hamiltonian
  have h1 := hT.2 AS hS.1
  have h2 := hS.2 AT hT.1
  have h3 := energy_singlet T K AS
  have h4 := energy_singlet T K AT
  have h5 := hK AS
  unfold splitting
  refine ⟨?_, ?_, ?_⟩ <;> linarith
```

The hypothesis `hK` is positive semidefiniteness, stated through energies; Hermiticity is not assumed. The facts `h1` and `h2` are the two trial-vector inequalities, `h3` and `h4` split the singlet energies, and `h5` is the positivity of `K` at `AS`, which gives the first inequality. `linarith` does the remaining arithmetic.

## From least energy to an eigenvector

```lean
/-- A positive semidefinite Hermitian operator annihilates every vector in which its
expectation value vanishes. -/
theorem apply_eq_zero_of_energy_eq_zero {P : V →ₗ[ℂ] V} (hP : P.IsSymmetric)
    (hpos : ∀ x, 0 ≤ energy P x) {ψ : V} (h0 : energy P ψ = 0) : P ψ = 0 := by
  have hn : (inner ℂ (P ψ) (P ψ)).re = ‖P ψ‖ ^ 2 := inner_self_eq_norm_sq (𝕜 := ℂ) (P ψ)
  -- the energy of a real linear combination of ψ and P ψ is nonnegative
  have key : ∀ r s : ℝ, 0 ≤ 2 * r * s * ‖P ψ‖ ^ 2 + s ^ 2 * energy P (P ψ) := by
    intro r s
    have h := hpos ((r : ℂ) • ψ + (s : ℂ) • P ψ)
    unfold energy at h h0 ⊢
    simp only [map_add, map_smul, inner_add_left, inner_add_right, inner_smul_left,
      inner_smul_right, Complex.conj_ofReal, Complex.add_re, Complex.re_ofReal_mul] at h
    rw [← hP ψ (P ψ), hn, h0] at h
    linarith
  have hb := hpos (P ψ)
  have h := key (energy P (P ψ) + 1) (-‖P ψ‖ ^ 2)
  have hle : (‖P ψ‖ ^ 2) ^ 2 ≤ 0 := by
    nlinarith [mul_nonneg (sq_nonneg (‖P ψ‖ ^ 2)) hb]
  have hz : (‖P ψ‖ ^ 2) ^ 2 = 0 := le_antisymm hle (sq_nonneg _)
  exact norm_eq_zero.mp (pow_eq_zero_iff two_ne_zero |>.mp (pow_eq_zero_iff two_ne_zero |>.mp hz))
```

`IsSymmetric` says $\langle Px,y\rangle=\langle x,Py\rangle$, which is Hermiticity for these everywhere-defined operators. The intermediate claim `key` is the inequality in $r$ and $s$; its proof expands the inner product and uses `hP` to identify the cross terms. The next lines insert $r=q+1$ and $s=-n$, and `nlinarith` concludes $n^2\le 0$.

```lean
/-- Variational principle for vectors of any length: the energy of `x` is at least the ground
energy times the squared norm of `x`. -/
theorem ground_energy_le {H : V →ₗ[ℂ] V} {ψ : V} (hψ : IsGround H ψ) (x : V) :
    energy H ψ * ‖x‖ ^ 2 ≤ energy H x := by
  rcases eq_or_ne x 0 with rfl | hx
  · simp [energy]
  have hn : ‖x‖ ≠ 0 := norm_ne_zero_iff.mpr hx
  -- normalise x and use minimality
  have h := hψ.2 (((‖x‖⁻¹ : ℝ) : ℂ) • x) (by
    rw [norm_smul, Complex.norm_real, norm_inv, norm_norm, inv_mul_cancel₀ hn])
  have hs : energy H (((‖x‖⁻¹ : ℝ) : ℂ) • x) = ‖x‖⁻¹ ^ 2 * energy H x := by
    simp only [energy, map_smul, inner_smul_left, inner_smul_right, Complex.conj_ofReal,
      Complex.re_ofReal_mul]
    ring
  rw [hs] at h
  calc energy H ψ * ‖x‖ ^ 2 ≤ (‖x‖⁻¹ ^ 2 * energy H x) * ‖x‖ ^ 2 :=
        mul_le_mul_of_nonneg_right h (sq_nonneg _)
    _ = energy H x := by field_simp
```

The case `x = 0` is treated separately. Otherwise the vector is normalised, minimality is applied, and the factor $\|x\|^2$ is restored.

```lean
/-- A ground vector of a Hermitian operator is an eigenvector, with its energy as eigenvalue. -/
theorem ground_eigenvector {H : V →ₗ[ℂ] V} (hH : H.IsSymmetric) {ψ : V}
    (hψ : IsGround H ψ) : H ψ = (energy H ψ : ℂ) • ψ := by
  have hshift : ∀ (e : ℝ) (x : V),
      energy (H - (e : ℂ) • LinearMap.id) x = energy H x - e * ‖x‖ ^ 2 := by
    intro e x
    have hn : (inner ℂ x x).re = ‖x‖ ^ 2 := inner_self_eq_norm_sq (𝕜 := ℂ) x
    simp only [energy, LinearMap.sub_apply, LinearMap.smul_apply, LinearMap.id_apply,
      inner_sub_right, inner_smul_right, Complex.sub_re, Complex.re_ofReal_mul, hn]
  have hsym : (H - (energy H ψ : ℂ) • LinearMap.id).IsSymmetric := by
    intro x y
    simp only [LinearMap.sub_apply, LinearMap.smul_apply, LinearMap.id_apply, inner_sub_left,
      inner_sub_right, inner_smul_left, inner_smul_right, Complex.conj_ofReal, hH x y]
  -- H - E is positive semidefinite and has zero expectation in ψ
  have h := apply_eq_zero_of_energy_eq_zero hsym
    (fun x => by rw [hshift]; linarith [ground_energy_le hψ x])
    (ψ := ψ) (by rw [hshift, hψ.1]; ring)
  exact sub_eq_zero.mp h
```

Here `hshift` computes the energy of $H-e$ for a real number $e$, and `hsym` shows that $H-E$ is Hermitian. The two preceding lemmas then give $(H-E)\psi=0$.

## Equality and strict splitting

```lean
/-- For Hermitian `T` and `K`, first-order exchange on the frozen triplet ground vector is exact
if and only if `2K` maps this vector to the splitting times itself. -/
theorem frozen_triplet_exact_iff {T K : V →ₗ[ℂ] V} {AT AS : V} (hTs : T.IsSymmetric)
    (hKs : K.IsSymmetric) (hT : IsGround T AT) (hS : IsGround (singlet T K) AS) :
    splitting T K AT AS = 2 * energy K AT ↔
      (2 : ℂ) • K AT = (splitting T K AT AS : ℂ) • AT := by
  constructor
  · intro h
    have he : energy (singlet T K) AT = energy (singlet T K) AS := by
      have h4 := energy_singlet T K AT
      unfold splitting at h
      linarith
    -- the triplet vector is then a ground vector of the singlet Hamiltonian too
    have hg : IsGround (singlet T K) AT := ⟨hT.1, fun φ hφ => he ▸ hS.2 φ hφ⟩
    have hsym : (singlet T K).IsSymmetric := by
      intro x y
      simp [singlet, inner_add_left, inner_add_right, inner_smul_left, inner_smul_right,
        hTs x y, hKs x y]
      exact Or.inl (map_ofNat (starRingEnd ℂ) 2)
    have h1 := ground_eigenvector hsym hg
    have h2 := ground_eigenvector hTs hT
    have h3 : singlet T K AT = T AT + (2 : ℂ) • K AT := rfl
    rw [he, h3] at h1
    rw [splitting, Complex.ofReal_sub, sub_smul, ← h1, ← h2]
    abel
  · intro h
    have hn : (inner ℂ AT AT).re = ‖AT‖ ^ 2 := inner_self_eq_norm_sq (𝕜 := ℂ) AT
    have h1 := congrArg (fun v => (inner ℂ AT v).re) h
    simp only [inner_smul_right, Complex.re_ofReal_mul, hn, hT.1] at h1
    have h2 : ((2 : ℂ) * inner ℂ AT (K AT)).re = 2 * energy K AT := by simp [energy]
    rw [h2] at h1
    linarith
```

Positivity of `K` is not among the hypotheses. In the forward direction, `hg` records that the triplet vector is also a singlet ground vector, and `h1` and `h2` are the two eigenvalue equations to be subtracted. In the reverse direction, `congrArg` takes the real part of the inner product with `AT` on both sides.

```lean
/-- For a positive semidefinite Hermitian `K` that does not annihilate the singlet ground vector,
the singlet lies strictly above the triplet. -/
theorem splitting_pos {T K : V →ₗ[ℂ] V} {AT AS : V} (hKs : K.IsSymmetric)
    (hK : ∀ x, 0 ≤ energy K x) (hT : IsGround T AT) (hS : IsGround (singlet T K) AS)
    (hne : K AS ≠ 0) : 0 < splitting T K AT AS := by
  have h1 : energy K AS ≠ 0 := fun h => hne (apply_eq_zero_of_energy_eq_zero hKs hK h)
  have h2 : 0 < energy K AS := lt_of_le_of_ne (hK AS) h1.symm
  linarith [(splitting_bounds hK hT hS).2.1]
```

The condition `K AS ≠ 0` says that exchange acts on the singlet envelope. The proof makes its exchange energy positive and applies the lower bound.

## A two-level exciton with splitting 7

Take

$$T=\begin{pmatrix}9&-12\\-12&16\end{pmatrix},\qquad K=\begin{pmatrix}7&0\\0&0\end{pmatrix}.$$

For amplitudes $x_0,x_1$ the triplet energy is $|3x_0-4x_1|^2$, which vanishes at the unit vector $A_T=(4/5,3/5)$. The singlet energy of a unit vector is $7+|4x_0-3x_1|^2$, which is least at $A_S=(3/5,4/5)$. So $E_T=0$ and $E_S=7$. These energies are counted from the lowest triplet level, not from the electronic ground state: adding a positive constant to $T$ makes both excitation energies positive and changes neither the ground vectors nor the splitting. The bounds are $14\cdot 9/25=126/25=5.04$ and $14\cdot 16/25=224/25=8.96$. In this model the frozen-triplet estimate is 28 % too large.

```lean
/-- The two-level operator with real matrix `[[a, b], [b, c]]`. -/
def twoLevel (a b c : ℝ) : EuclideanSpace ℂ (Fin 2) →ₗ[ℂ] EuclideanSpace ℂ (Fin 2) where
  toFun x := !₂[(a : ℂ) * x 0 + b * x 1, (b : ℂ) * x 0 + c * x 1]
  map_add' x y := by ext i; fin_cases i <;> simp <;> ring
  map_smul' r x := by ext i; fin_cases i <;> simp <;> ring

/-- The two-level vector with real amplitudes `u` and `v`. -/
def realVec (u v : ℝ) : EuclideanSpace ℂ (Fin 2) := !₂[(u : ℂ), (v : ℂ)]
```

These define the operator with a real symmetric matrix and the vector with real amplitudes.

```lean
/-- The energy of a two-level operator in terms of the real and imaginary parts of the
amplitudes. -/
theorem energy_twoLevel (a b c : ℝ) (x : EuclideanSpace ℂ (Fin 2)) :
    energy (twoLevel a b c) x = a * ((x 0).re ^ 2 + (x 0).im ^ 2)
      + 2 * b * ((x 0).re * (x 1).re + (x 0).im * (x 1).im)
      + c * ((x 1).re ^ 2 + (x 1).im ^ 2) := by
  simp [energy, twoLevel, PiLp.inner_apply, Fin.sum_univ_two]
  ring
```

The formula allows complex amplitudes, because a ground vector must be compared with every complex unit vector.

```lean
/-- For `T = [[9, -12], [-12, 16]]` and `K = diag(7, 0)`, both Hermitian and `K` positive
semidefinite, the ground vectors are `(4/5, 3/5)` for the triplet and `(3/5, 4/5)` for the
singlet; the splitting is 7, and the two exchange bounds are 126/25 and 224/25. -/
theorem splitting_witness :
    (twoLevel 9 (-12) 16).IsSymmetric ∧ (twoLevel 7 0 0).IsSymmetric ∧
    (∀ x, 0 ≤ energy (twoLevel 7 0 0) x) ∧
    IsGround (twoLevel 9 (-12) 16) (realVec (4 / 5) (3 / 5)) ∧
    IsGround (singlet (twoLevel 9 (-12) 16) (twoLevel 7 0 0)) (realVec (3 / 5) (4 / 5)) ∧
    splitting (twoLevel 9 (-12) 16) (twoLevel 7 0 0)
      (realVec (4 / 5) (3 / 5)) (realVec (3 / 5) (4 / 5)) = 7 ∧
    2 * energy (twoLevel 7 0 0) (realVec (3 / 5) (4 / 5)) = 126 / 25 ∧
    2 * energy (twoLevel 7 0 0) (realVec (4 / 5) (3 / 5)) = 224 / 25 := by
  have hsym : ∀ a b c : ℝ, (twoLevel a b c).IsSymmetric := by
    intro a b c x y
    simp [twoLevel, PiLp.inner_apply, Fin.sum_univ_two]
    ring
  have hnorm : ∀ x : EuclideanSpace ℂ (Fin 2),
      ‖x‖ ^ 2 = (x 0).re ^ 2 + (x 0).im ^ 2 + (x 1).re ^ 2 + (x 1).im ^ 2 := by
    intro x
    rw [EuclideanSpace.norm_sq_eq, Fin.sum_univ_two, Complex.sq_norm, Complex.sq_norm,
      Complex.normSq_apply, Complex.normSq_apply]
    ring
  have h0 : ∀ u v : ℝ, realVec u v 0 = (u : ℂ) := fun u v => by simp [realVec]
  have h1 : ∀ u v : ℝ, realVec u v 1 = (v : ℂ) := fun u v => by simp [realVec]
  have hunit : ∀ u v : ℝ, u ^ 2 + v ^ 2 = 1 → ‖realVec u v‖ = 1 := by
    intro u v huv
    have h := hnorm (realVec u v)
    rw [h0, h1] at h
    simp only [Complex.ofReal_re, Complex.ofReal_im] at h
    exact (sq_eq_sq₀ (norm_nonneg _) zero_le_one).mp (by linear_combination h + huv)
  have hval : ∀ a b c u v : ℝ,
      energy (twoLevel a b c) (realVec u v) = a * u ^ 2 + 2 * b * u * v + c * v ^ 2 := by
    intro a b c u v
    rw [energy_twoLevel, h0, h1]
    simp only [Complex.ofReal_re, Complex.ofReal_im]
    ring
  refine ⟨hsym _ _ _, hsym _ _ _, ?_, ⟨hunit _ _ (by norm_num), ?_⟩,
    ⟨hunit _ _ (by norm_num), ?_⟩, ?_, ?_, ?_⟩
  · intro x
    rw [energy_twoLevel]
    nlinarith [sq_nonneg (x 0).re, sq_nonneg (x 0).im]
  · -- the triplet energy is the square |3 x₀ - 4 x₁|²
    intro x _
    rw [hval, energy_twoLevel]
    nlinarith [sq_nonneg (3 * (x 0).re - 4 * (x 1).re), sq_nonneg (3 * (x 0).im - 4 * (x 1).im)]
  · -- the singlet energy exceeds 7 by the square |4 x₀ - 3 x₁|²
    intro x hx
    have hn := hnorm x
    rw [hx] at hn
    rw [energy_singlet, energy_singlet, hval, hval, energy_twoLevel, energy_twoLevel]
    nlinarith [sq_nonneg (4 * (x 0).re - 3 * (x 1).re), sq_nonneg (4 * (x 0).im - 3 * (x 1).im)]
  · rw [splitting, energy_singlet, hval, hval, hval]
    norm_num
  · rw [hval]
    norm_num
  · rw [hval]
    norm_num

end ExcitonExchangeSplitting
```

The theorem collects Hermiticity, positivity, both ground vectors, the splitting and the two bounds. The helpers `hnorm` and `hval` express norms and energies through the amplitudes. For each minimality claim, `nlinarith` receives the squares of the real and imaginary parts of $3x_0-4x_1$ or $4x_0-3x_1$; the singlet case also uses the normalisation of $x$. The remaining values are arithmetic.

```lean
#print axioms ExcitonExchangeSplitting.frozen_triplet_exact_iff
#print axioms ExcitonExchangeSplitting.splitting_pos
```

```
'ExcitonExchangeSplitting.frozen_triplet_exact_iff' depends on axioms: [propext, Classical.choice, Quot.sound]
'ExcitonExchangeSplitting.splitting_pos' depends on axioms: [propext, Classical.choice, Quot.sound]
```
